# A positive semidefinite complex matrix with zero trace is zero

The theorem says that a positive semidefinite complex matrix `P`, with rows and columns indexed by a finite type, is the zero matrix if its trace is zero. In physics, `P` can be read as an unnormalised density matrix on a finite-dimensional state space: if its total weight, the trace, is zero, nothing of it is left. A normalised density matrix has trace one, so the hypothesis never holds for it. The proof writes the trace as the sum of the eigenvalues, which are real and nonnegative, so a zero sum makes each of them zero. A Hermitian matrix whose eigenvalues all vanish is itself zero.

Lean 4 with Mathlib refuses this proof:

```lean
import Mathlib

open Matrix
open scoped ComplexOrder

namespace SemidefiniteCommutator

noncomputable section

variable {n : Type*} [Fintype n]

/-- A positive semidefinite matrix with zero trace is the zero matrix. -/
theorem eq_zero_of_trace_eq_zero {P : Matrix n n ℂ} (hP : P.PosSemidef)
    (h : P.trace = 0) : P = 0 := by
  classical
  -- the trace is the sum of the eigenvalues
  have hs : ∑ i, hP.isHermitian.eigenvalues i = 0 := by
    have ht := hP.isHermitian.trace_eq_sum_eigenvalues
    rw [h] at ht
    exact_mod_cast ht.symm
  -- nonnegative numbers with zero sum all vanish
  have h0 : hP.isHermitian.eigenvalues = 0 := funext fun i =>
    (Finset.sum_eq_zero_iff_of_nonneg (fun i _ => hP.eigenvalues_nonneg i)).1 hs i
      (Finset.mem_univ i)
  exact hP.isHermitian.eigenvalues_eq_zero_iff.1 h0

end

end SemidefiniteCommutator
```

The compiler's answer:

```
Main.lean:20:4: error: mod_cast has type
  ↑(∑ i, ⋯.eigenvalues i) = 0
but is expected to have type
  ∑ i, ⋯.eigenvalues i = 0
```

After these edits no error is left:

```diff
@@ -18,5 +18,8 @@
     have ht := hP.isHermitian.trace_eq_sum_eigenvalues
     rw [h] at ht
-    exact_mod_cast ht.symm
+    have hc : ((∑ i, hP.isHermitian.eigenvalues i : ℝ) : ℂ) = 0 := by
+      rw [Complex.ofReal_sum]
+      exact ht.symm
+    exact Complex.ofReal_eq_zero.1 hc
   -- nonnegative numbers with zero sum all vanish
   have h0 : hP.isHermitian.eigenvalues = 0 := funext fun i =>
```

What went wrong. The error is about the step from complex to real numbers. The trace is complex, so `ht` equates zero with a sum of real eigenvalues each cast into ℂ, while the goal `hs` is an equation in ℝ. The message shows that `exact_mod_cast` gathered the casts into one around the whole sum but could not remove that last one. The reason is which cast it is. Mathlib states `trace_eq_sum_eigenvalues` for any `RCLike` field, so the cast in `ht` is the generic `RCLike.ofReal`, while the usual cast from ℝ to ℂ is `Complex.ofReal`. The two are equal by definition but written differently, and both print as `↑`. To drop the cast, `exact_mod_cast` has to see the zero on the other side as a real zero under the same cast. It uses the usual cast for that zero, and its lemmas, which match on the written form, don't apply to the mixed equation.

The repair takes the step by hand. It states `hc`, that the real sum, cast into ℂ as a whole by `Complex.ofReal`, is zero. There `rw [Complex.ofReal_sum]` moves the cast inside onto each eigenvalue. The goal then differs from `ht.symm` only in which of the two casts is written, and `exact` accepts it because it checks equality by unfolding definitions. Then `Complex.ofReal_eq_zero.1` concludes from `hc` that the sum is zero in ℝ. The rest of the proof is unchanged.
